# Two independent-electron orbitals can have a second-order thermal energy without orbital coupling

Take the second-order energy formula of zero temperature, a sum over couplings between occupied and empty orbitals, and put Fermi occupations into it, still summing only over pairs of different orbitals. For a perturbation that only shifts orbital energies, every such coupling is zero, and so is the sum. Yet the thermal internal energy generally does change at second order, because the shifts also change the occupations. A calculation that keeps only the couplings loses this contribution.

A simple example that also keeps the average electron number fixed has two orbitals with energies \(-(a+x)\) and \(a+x\), where \(x\) is the strength of the perturbation. The electrons are independent, the chemical potential is zero, and \(\beta=1/(k_BT)\) is the inverse temperature. With \(b=\beta a/2\), the internal energy \(U(x)\) satisfies

\[
U''(0)=-\frac{\beta\,(1-b\tanh b)}{\cosh^2 b}.
\]

For \(\beta\neq0\) this is nonzero exactly when \(b\tanh b\neq1\).

## Occupations that follow the orbital energies

An orbital of energy \(e\) has the Fermi occupation

\[
f(e)=\frac{1}{e^{\beta e}+1}.
\]

Since \(1-f=e^{\beta e}/(e^{\beta e}+1)\), differentiation gives

\[
f'(e)=-\frac{\beta e^{\beta e}}{(e^{\beta e}+1)^2}=-\beta f(1-f).
\]

With \(u=e^{\beta e/2}\) we have \(\tanh(\beta e/2)=(u^2-1)/(u^2+1)\), and therefore

\[
f(e)=\frac{1}{u^2+1}=\frac{1-\tanh(\beta e/2)}{2}.
\]

Now let any finite number of orbitals have energies \(e_i=\varepsilon_i+x v_i\), where \(v_i\) is the rate at which orbital \(i\) shifts. Write \(f_i=f(e_i)\). The chemical potential stays at zero, so the average electron number generally changes with \(x\). The internal energy is \(U=\sum_i e_i f_i\), and the product rule gives

\[
U'(x)=\sum_i\bigl[f_i-\beta e_i f_i(1-f_i)\bigr]v_i .
\]

For the second derivative, note that \(f_i(1-f_i)\) has energy derivative \(-\beta f_i(1-f_i)(1-2f_i)\). Hence

\[
\begin{aligned}
U''(x)&=\sum_i\bigl[-2\beta f_i(1-f_i)+\beta^2e_i f_i(1-f_i)(1-2f_i)\bigr]v_i^2\\
&=-\beta\sum_i f_i(1-f_i)\bigl[2-\beta e_i(1-2f_i)\bigr]v_i^2 .
\end{aligned}
\]

For the two orbitals, \(\varepsilon=(-a,a)\) and \(v=(-1,1)\). At \(x=0\) both have

\[
f_i(1-f_i)=\frac{1-\tanh^2b}{4}=\frac{1}{4\cosh^2b},\qquad
\beta e_i(1-2f_i)=2b\tanh b,
\]

because \(e_i\) and \(1-2f_i\) change sign together. Two equal terms add up to the stated formula.

The electron number is \(f(-e)+f(e)=1\), since the hyperbolic tangents cancel. Holding the chemical potential at zero therefore also holds the average electron number at one for every \(x\).

At low temperature, with \(a>0\) and \(\beta\ge0\), the bounds \(|1-b\tanh b|\le1+b\) and \(1/\cosh^2b\le4e^{-2b}\) give

\[
|U''(0)|\le4\beta\left(1+\frac{\beta a}{2}\right)e^{-\beta a}\longrightarrow0
\quad(\beta\to\infty).
\]

## Numbers at \(b=\ln2\), and a misplaced Hellmann–Feynman step

Choose \(\beta=1\) and \(a=2\ln2\), so that \(e^{\beta a}=4\). The occupations are \(4/5\) and \(1/5\), with \(\tanh b=3/5\) and \(\cosh b=5/4\). Then

\[
U''(0)=-\frac{16}{25}\left(1-\frac35\ln2\right)\approx-0.374,
\]

and the second-order energy is \(\tfrac12U''(0)x^2\approx-0.187\,x^2\).

It would be an error to start from \(U'=\sum_i f_i v_i\), as if the occupations were fixed during the first differentiation. That expression is the derivative of the grand potential, not of the internal energy. Differentiating it once more gives \(-\beta/(2\cosh^2b)=-0.32\) here, which is the wrong curvature for \(U\).

## Hamiltonians, occupations and energy in Lean

The orbitals are labelled by a finite type `ι`, and Hamiltonians are real matrices over it.

```lean
import Mathlib

open Matrix Filter Topology

namespace FiniteTemperaturePerturbation

noncomputable section

variable {ι : Type*} [Fintype ι] [DecidableEq ι]
```

The occupation has no spin factor: each orbital holds at most one electron. The chemical potential is fixed at zero by leaving it out of the exponent.

```lean
/-- Fermi occupation of an orbital of energy `e` at inverse temperature `β` and zero
chemical potential. -/
def fermi (β e : ℝ) : ℝ := 1 / (Real.exp (β * e) + 1)
```

The density matrix is the same function applied to a whole Hamiltonian, with a matrix exponential and a matrix inverse.

```lean
/-- Thermal one-electron density matrix `(exp(βH) + 1)⁻¹` at zero chemical potential,
for a real symmetric one-electron Hamiltonian `H`. -/
def densityMatrix (β : ℝ) (H : Matrix ι ι ℝ) : Matrix ι ι ℝ :=
  (NormedSpace.exp (β • H) + 1)⁻¹
```

The internal energy is the trace of the perturbed Hamiltonian times its own density matrix, so the occupations respond to \(x\) by definition. The two matrix definitions accept any real square matrix, but the theorems below concern diagonal ones.

```lean
/-- Internal energy of independent electrons with Hamiltonian `H + x V`, for real symmetric
`H` and `V`: the trace of the Hamiltonian times its thermal density matrix. -/
def internalEnergy (β : ℝ) (H V : Matrix ι ι ℝ) (x : ℝ) : ℝ :=
  trace ((H + x • V) * densityMatrix β (H + x • V))
```

The two-orbital Hamiltonian is \(\mathrm{diag}(-a,a)\). The same definition at `1` supplies the perturbation \(\mathrm{diag}(-1,1)\).

```lean
/-- Two orbitals of energies `-a` and `a`, as a one-electron Hamiltonian. -/
def twoLevel (a : ℝ) : Matrix (Fin 2) (Fin 2) ℝ := diagonal ![-a, a]
```

## From the density matrix to the general curvature

For a diagonal Hamiltonian the density matrix carries the Fermi occupations on its diagonal. The proof exponentiates entry by entry, then checks that the proposed inverse multiplies \(e^{\beta H}+1\) to the identity.

```lean
/-- The thermal density matrix of a diagonal Hamiltonian is diagonal and carries the Fermi
occupations of the orbitals. -/
theorem densityMatrix_diagonal (β : ℝ) (ε : ι → ℝ) :
    densityMatrix β (diagonal ε) = diagonal (fun i => fermi β (ε i)) := by
  have h : NormedSpace.exp (β • diagonal ε) = diagonal (fun i => Real.exp (β * ε i)) := by
    rw [← Matrix.diagonal_smul, Matrix.exp_diagonal]
    refine congrArg Matrix.diagonal (funext fun i => ?_)
    exact (Pi.coe_exp _ _).trans (by simp [Real.exp_eq_exp_ℝ])
  unfold densityMatrix
  apply Matrix.inv_eq_right_inv
  rw [h, ← diagonal_one, diagonal_add, diagonal_mul_diagonal]
  refine congrArg Matrix.diagonal (funext fun i => ?_)
  have hp : Real.exp (β * ε i) + 1 ≠ 0 := by positivity
  exact mul_one_div_cancel hp
```

The next lemma is the hyperbolic form of \(f\). As in the derivation above, the exponential is written as a square and the rest is algebra in \(u\).

```lean
/-- The Fermi occupation written with a hyperbolic tangent. -/
theorem fermi_eq_tanh (β e : ℝ) : fermi β e = (1 - Real.tanh (β * e / 2)) / 2 := by
  have h : Real.exp (β * e) = Real.exp (β * e / 2) ^ 2 := by
    rw [sq, ← Real.exp_add]
    ring_nf
  rw [fermi, h, Real.tanh_eq_sinh_div_cosh, Real.sinh_eq, Real.cosh_eq, Real.exp_neg]
  have hu := Real.exp_pos (β * e / 2)
  generalize Real.exp (β * e / 2) = u at hu
  field_simp
  ring
```

`HasDerivAt` states that a function is differentiable at a point and names its derivative. Here the quotient rule yields \(f'=-\beta f(1-f)\).

```lean
/-- The derivative of the Fermi occupation `f` with respect to the orbital energy is `-β f (1 - f)`.
-/
theorem hasDerivAt_fermi (β e : ℝ) :
    HasDerivAt (fermi β) (-β * (fermi β e * (1 - fermi β e))) e := by
  have h : Real.exp (β * e) + 1 ≠ 0 := by positivity
  have h0 : HasDerivAt (fun t : ℝ => β * t) β e := by
    simpa using (hasDerivAt_id e).const_mul β
  have h2 := (hasDerivAt_const e (1 : ℝ)).fun_div (h0.exp.add_const 1) h
  refine h2.congr_deriv ?_
  unfold fermi
  field_simp
  ring
```

The first derivative of \(U\) comes in two stages. `hU` reduces the trace to \(\sum_i e_i f_i\), and the chain and product rules then act on each term.

```lean
/-- First derivative of the internal energy when a diagonal perturbation shifts the orbital
energies `ε i` at rates `v i`. -/
theorem internalEnergy_slope (β : ℝ) (ε v : ι → ℝ) (x : ℝ) :
    HasDerivAt (internalEnergy β (diagonal ε) (diagonal v))
      (∑ i, (fermi β (ε i + x * v i) - β * (ε i + x * v i) *
        (fermi β (ε i + x * v i) * (1 - fermi β (ε i + x * v i)))) * v i) x := by
  -- the internal energy is a sum of orbital energies times occupations
  have hU : internalEnergy β (diagonal ε) (diagonal v) =
      fun y => ∑ i, (ε i + y * v i) * fermi β (ε i + y * v i) := by
    funext y
    have hd : diagonal ε + y • diagonal v = diagonal (fun i => ε i + y * v i) := by
      ext i j
      by_cases h : i = j
      · subst h
        simp
      · simp [h]
    rw [internalEnergy, hd, densityMatrix_diagonal, diagonal_mul_diagonal, trace_diagonal]
  rw [hU]
  refine HasDerivAt.fun_sum fun i _ => ?_
  have hl : HasDerivAt (fun y : ℝ => ε i + y * v i) (v i) x := by
    simpa using ((hasDerivAt_id x).mul_const (v i)).const_add (ε i)
  have hcomp := (hasDerivAt_fermi β (ε i + x * v i)).comp x hl
  have hF : HasDerivAt (fun y : ℝ => fermi β (ε i + y * v i)) _ x := hcomp
  exact (hl.fun_mul hF).congr_deriv (by ring)
```

Because the slope is known at every `x`, it can replace `deriv` as a function. This matters because Lean's `deriv` returns zero wherever a function is not differentiable. A second round of the same rules gives the general curvature at fixed chemical potential, in which each orbital contributes separately.

```lean
/-- Second derivative of the internal energy under a diagonal perturbation: each orbital
contributes separately, through its thermal occupation fluctuation `f (1 - f)`. -/
theorem internalEnergy_curvature (β : ℝ) (ε v : ι → ℝ) (x : ℝ) :
    HasDerivAt (deriv (internalEnergy β (diagonal ε) (diagonal v)))
      (∑ i, -β * (fermi β (ε i + x * v i) * (1 - fermi β (ε i + x * v i))) *
        (2 - β * (ε i + x * v i) * (1 - 2 * fermi β (ε i + x * v i))) * v i ^ 2) x := by
  rw [funext fun y => (internalEnergy_slope β ε v y).deriv]
  refine HasDerivAt.fun_sum fun i _ => ?_
  have hl : HasDerivAt (fun y : ℝ => ε i + y * v i) (v i) x := by
    simpa using ((hasDerivAt_id x).mul_const (v i)).const_add (ε i)
  have hcomp := (hasDerivAt_fermi β (ε i + x * v i)).comp x hl
  have hF : HasDerivAt (fun y : ℝ => fermi β (ε i + y * v i)) _ x := hcomp
  exact ((hF.fun_sub ((hl.const_mul β).fun_mul (hF.fun_mul (hF.const_sub 1)))).mul_const
    (v i)).congr_deriv (by ring)
```

## The two-orbital result

Adding `x • twoLevel 1` to `twoLevel a` does give orbital energies \(-(a+x)\) and \(a+x\). The proof compares the four matrix entries.

```lean
/-- The perturbed two-orbital Hamiltonian has orbital energies `-(a + x)` and `a + x`. -/
theorem twoLevel_add (a x : ℝ) : twoLevel a + x • twoLevel 1 = twoLevel (a + x) := by
  ext i j
  fin_cases i <;> fin_cases j <;> simp [twoLevel]
  ring
```

The trace of the density matrix is the average electron number. It equals one for every `β` and every `e`, by the oddness of the hyperbolic tangent.

```lean
/-- Two orbitals of opposite energies hold one electron on average at zero chemical
potential, at every temperature. -/
theorem twoLevel_electron_number (β e : ℝ) : trace (densityMatrix β (twoLevel e)) = 1 := by
  rw [twoLevel, densityMatrix_diagonal, trace_diagonal, Fin.sum_univ_two]
  simp only [Matrix.cons_val_zero, Matrix.cons_val_one, fermi_eq_tanh]
  rw [show β * -e / 2 = -(β * e / 2) by ring, Real.tanh_neg]
  ring
```

The central theorem joins two statements about the same perturbation: its entries between different orbitals are zero, and the internal energy has the stated second derivative at \(x=0\). The proof specialises the general curvature to \(\varepsilon=(-a,a)\) and \(v=(-1,1)\). The auxiliary identity `ht` is \(1/\cosh^2b=1-\tanh^2b\), which turns the sum of two equal terms into the closed form.

```lean
/-- The perturbation couples no two different orbitals, yet the internal energy has second
derivative `-β (1 - b tanh b) / cosh² b` at `x = 0`, with `b = β a / 2`. -/
theorem twoLevel_curvature (β a : ℝ) :
    (∀ i j, i ≠ j → twoLevel 1 i j = 0) ∧
    HasDerivAt (deriv (internalEnergy β (twoLevel a) (twoLevel 1)))
      (-β * (1 - β * a / 2 * Real.tanh (β * a / 2)) / Real.cosh (β * a / 2) ^ 2) 0 := by
  refine ⟨fun i j h => Matrix.diagonal_apply_ne _ h, ?_⟩
  refine (internalEnergy_curvature β ![-a, a] ![-1, 1] 0).congr_deriv ?_
  have ht : 1 / Real.cosh (β * a / 2) ^ 2 = 1 - Real.tanh (β * a / 2) ^ 2 := by
    have hc := (Real.cosh_pos (β * a / 2)).ne'
    have hs := Real.cosh_sq (β * a / 2)
    rw [Real.tanh_eq_sinh_div_cosh, div_pow]
    field_simp
    linarith
  rw [Fin.sum_univ_two]
  simp only [Matrix.cons_val_zero, Matrix.cons_val_one, fermi_eq_tanh, zero_mul, add_zero]
  rw [show β * -a / 2 = -(β * a / 2) by ring, Real.tanh_neg, div_eq_mul_one_div _
    (Real.cosh (β * a / 2) ^ 2), ht]
  ring
```

The electrons do not repel each other in this model, so no correlation energy of second-order Møller–Plesset theory (MP2) is computed. What is absent is the one-electron analogue of the MP2 coupling, the matrix element between different orbitals. Since the diagonal perturbation mixes no orbitals, the whole second-order energy found here comes from the changing occupations.

The next theorem settles when the curvature is nonzero. A quotient vanishes only if its numerator does, since \(\cosh^2b>0\), and for \(\beta\neq0\) the numerator vanishes only if \(b\tanh b=1\). On the positive side this happens near \(b=1.20\), where the thermal contribution changes sign.

```lean
/-- At nonzero `β`, the second derivative at `x = 0` is nonzero exactly when `b tanh b`
differs from one, with `b = β a / 2`. -/
theorem twoLevel_curvature_ne_zero_iff {β : ℝ} (hβ : β ≠ 0) (a : ℝ) :
    deriv (deriv (internalEnergy β (twoLevel a) (twoLevel 1))) 0 ≠ 0 ↔
      β * a / 2 * Real.tanh (β * a / 2) ≠ 1 := by
  rw [(twoLevel_curvature β a).2.deriv]
  refine not_congr ⟨fun h0 => ?_, fun h1 => by rw [h1]; simp⟩
  rcases div_eq_zero_iff.mp h0 with h | h
  · rcases mul_eq_zero.mp h with h | h
    · exact absurd (neg_eq_zero.mp h) hβ
    · linarith
  · exact absurd h (pow_ne_zero 2 (Real.cosh_pos _).ne')
```

Finally, the curvature at \(x=0\) tends to zero as `β` grows, provided `a` is positive. The hypothesis stands for a gap \(2a\) between the orbitals. Without a gap, at \(a=0\), the curvature is \(-\beta\) and diverges. In the proof, `hT` and `hC` are the two bounds used above. Their product is rewritten in terms of \(a\beta\), where a power times a decaying exponential tends to zero, and the squeeze lemma `squeeze_zero_norm'` concludes.

```lean
/-- For `a > 0` the second derivative at `x = 0` vanishes in the zero-temperature limit. -/
theorem twoLevel_curvature_zero_temperature {a : ℝ} (ha : 0 < a) :
    Tendsto (fun β => deriv (deriv (internalEnergy β (twoLevel a) (twoLevel 1))) 0)
      atTop (𝓝 0) := by
  have hy : Tendsto (fun β : ℝ => a * β) atTop atTop := tendsto_id.const_mul_atTop ha
  have h1 := ((Real.tendsto_pow_mul_exp_neg_atTop_nhds_zero 1).comp hy).const_mul (4 / a)
  have h2 := ((Real.tendsto_pow_mul_exp_neg_atTop_nhds_zero 2).comp hy).const_mul (2 / a)
  have hg := h1.add h2
  rw [mul_zero, mul_zero, add_zero] at hg
  refine squeeze_zero_norm' ?_ hg
  filter_upwards [eventually_ge_atTop (0 : ℝ)] with β hβ
  rw [(twoLevel_curvature β a).2.deriv, Real.norm_eq_abs]
  have hb : 0 ≤ β * a / 2 := by positivity
  have hc : 0 < Real.cosh (β * a / 2) ^ 2 := pow_pos (Real.cosh_pos _) 2
  -- occupations between zero and one bound the hyperbolic tangent
  have hf0 : 0 ≤ fermi β a := by unfold fermi; positivity
  have hf1 : fermi β a ≤ 1 := by
    unfold fermi
    rw [div_le_one (by positivity)]
    linarith [Real.exp_pos (β * a)]
  rw [fermi_eq_tanh] at hf0 hf1
  have hT : |1 - β * a / 2 * Real.tanh (β * a / 2)| ≤ 1 + β * a / 2 := by
    rw [abs_le]
    constructor <;> nlinarith
  -- the hyperbolic cosine grows exponentially
  have hC : 1 / Real.cosh (β * a / 2) ^ 2 ≤ 4 * Real.exp (-(a * β)) := by
    have hw : Real.exp (-(a * β)) = Real.exp (-(β * a / 2)) ^ 2 := by
      rw [sq, ← Real.exp_add]
      ring_nf
    have huw : Real.exp (β * a / 2) * Real.exp (-(β * a / 2)) = 1 := by
      rw [← Real.exp_add, add_neg_cancel, Real.exp_zero]
    rw [div_le_iff₀ hc, hw, Real.cosh_eq]
    generalize Real.exp (β * a / 2) = u at huw
    generalize Real.exp (-(β * a / 2)) = w at huw
    have he : 4 * w ^ 2 * ((u + w) / 2) ^ 2 = (u * w + w ^ 2) ^ 2 := by ring
    rw [he, huw]
    nlinarith [sq_nonneg w, sq_nonneg (w ^ 2)]
  calc |-β * (1 - β * a / 2 * Real.tanh (β * a / 2)) / Real.cosh (β * a / 2) ^ 2|
      = β * |1 - β * a / 2 * Real.tanh (β * a / 2)| *
          (1 / Real.cosh (β * a / 2) ^ 2) := by
        rw [abs_div, abs_mul, abs_neg, abs_of_nonneg hβ, abs_of_pos hc, mul_one_div]
    _ ≤ β * (1 + β * a / 2) * (4 * Real.exp (-(a * β))) :=
        mul_le_mul (mul_le_mul_of_nonneg_left hT hβ) hC (by positivity) (by positivity)
    _ = 4 / a * ((a * β) ^ 1 * Real.exp (-(a * β))) +
          2 / a * ((a * β) ^ 2 * Real.exp (-(a * β))) := by
        field_simp
        ring

end

end FiniteTemperaturePerturbation
```

```lean
#print axioms FiniteTemperaturePerturbation.twoLevel_add
-- 'FiniteTemperaturePerturbation.twoLevel_add' depends on axioms: [propext, Classical.choice, Quot.sound]
#print axioms FiniteTemperaturePerturbation.twoLevel_electron_number
-- 'FiniteTemperaturePerturbation.twoLevel_electron_number' depends on axioms: [propext, Classical.choice, Quot.sound]
#print axioms FiniteTemperaturePerturbation.twoLevel_curvature_ne_zero_iff
-- 'FiniteTemperaturePerturbation.twoLevel_curvature_ne_zero_iff' depends on axioms: [propext, Classical.choice, Quot.sound]
#print axioms FiniteTemperaturePerturbation.twoLevel_curvature_zero_temperature
-- 'FiniteTemperaturePerturbation.twoLevel_curvature_zero_temperature' depends on axioms: [propext, Classical.choice, Quot.sound]
```
